# The fourth-order energy of N identical, non-interacting two-level fragments is proportional to N

In Rayleigh–Schrödinger perturbation theory the fourth-order energy can be written as a difference. When the perturbation V has zero expectation value in a non-degenerate reference state, and R is the reduced resolvent, this energy is the principal term ⟨VRVRVRV⟩ minus the renormalisation term, which is the second-order energy ⟨VRV⟩ times the squared norm ⟨VR²V⟩ of the first-order wavefunction. For N identical two-level fragments that do not interact, with excitation energy d ≠ 0 and flip strength b, each of the two terms contains a part proportional to N², and these parts cancel exactly:

⟨VRVRVRV⟩ − ⟨VRV⟩⟨VR²V⟩ = N b⁴/d³

Size extensivity, the property that makes energies of small and large systems comparable in electronic-structure work, is thus verified at fourth order for this non-interacting model. The linked-cluster theorem, which concerns general Hamiltonians and all orders, is a much larger statement.

## The fragments are identical and independent

This assumption is built into the definitions. A basis state e_S is labelled by the set S of excited fragments, and e₀ is the vacuum, with S empty. The unperturbed Hamiltonian D charges d for every excited fragment, with no extra cost when two are excited together. The perturbation V flips one fragment at a time, always with strength b. The reduced resolvent R is −1/D on excited states and zero on the vacuum.

In Lean, `State N` is the space of real functions on subsets of `Fin N`, so a state is a list of 2^N real amplitudes. The operators D, V and R are `excitation`, `coupling` and `resolvent`. They are linear maps, their product is composition, and the rightmost factor acts first. `vev A` is the dot product ⟨e₀, A e₀⟩.

```lean
import Mathlib

open scoped symmDiff

namespace FragmentSizeExtensivity

noncomputable section

/-- A real wavefunction of `N` two-level fragments: one amplitude for each set of excited
fragments. -/
abbrev State (N : ℕ) := Finset (Fin N) → ℝ

/-- The vacuum, in which no fragment is excited. -/
def vac (N : ℕ) : State N := Pi.single ∅ 1

/-- The unperturbed Hamiltonian: each excited fragment costs the energy `d`. -/
def excitation (N : ℕ) (d : ℝ) : Module.End ℝ (State N) where
  toFun ψ S := (d * (S.card : ℝ)) * ψ S
  map_add' _ _ := funext fun _ => mul_add _ _ _
  map_smul' _ _ := funext fun _ => mul_left_comm _ _ _

/-- The perturbation: it flips one fragment at a time, with strength `b`. -/
def coupling (N : ℕ) (b : ℝ) : Module.End ℝ (State N) where
  toFun ψ S := b * ∑ i, ψ (S ∆ {i})
  map_add' ψ φ := by
    funext S
    simp only [Pi.add_apply, Finset.sum_add_distrib, mul_add]
  map_smul' c ψ := by
    funext S
    simp only [Pi.smul_apply, smul_eq_mul, RingHom.id_apply, ← Finset.mul_sum]
    ring

/-- The reduced resolvent: minus the inverse excitation energy on excited states, and zero on
the vacuum. -/
def resolvent (N : ℕ) (d : ℝ) : Module.End ℝ (State N) where
  toFun ψ S := ψ S * (if S = ∅ then 0 else -1 / (d * (S.card : ℝ)))
  map_add' _ _ := funext fun _ => add_mul _ _ _
  map_smul' _ _ := funext fun _ => mul_assoc _ _ _

/-- The vacuum expectation value of an operator. -/
def vev {N : ℕ} (A : Module.End ℝ (State N)) : ℝ := dotProduct (vac N) (A (vac N))

/-- A state whose amplitudes depend only on the number of excited fragments. -/
def symState (N : ℕ) (f : ℕ → ℝ) : State N := fun S => f S.card
```

The definition of `coupling` says what V does to amplitudes: the new amplitude at S is b times the sum of the old amplitudes at all sets that differ from S by one flip, written `S ∆ {i}`. The next theorem turns this into the action on basis states,

V e_S = b Σᵢ e_(S with i flipped)

Its proof rests on the observation that flipping the same fragment twice restores the set.

```lean
/-- On a basis state the perturbation gives `b` times the sum of all single-fragment flips. -/
theorem coupling_basis (N : ℕ) (b : ℝ) (S : Finset (Fin N)) :
    coupling N b (Pi.single S 1) = b • ∑ i, (Pi.single (S ∆ {i}) 1 : State N) := by
  funext T
  change b * ∑ i, (Pi.single S 1 : State N) (T ∆ {i}) = _
  rw [Pi.smul_apply, Finset.sum_apply, smul_eq_mul]
  congr 1
  refine Finset.sum_congr rfl fun i _ => ?_
  -- flipping the same fragment twice does nothing
  have h : T ∆ {i} = S ↔ T = S ∆ {i} := by
    constructor
    · intro h
      rw [← h, symmDiff_symmDiff_cancel_right]
    · intro h
      rw [h, symmDiff_symmDiff_cancel_right]
  by_cases hT : T = S ∆ {i}
  · rw [h.mpr hT, hT, Pi.single_eq_same, Pi.single_eq_same]
  · rw [Pi.single_eq_of_ne (fun h' => hT (h.mp h')), Pi.single_eq_of_ne hT]
```

The derivation uses the assumption to reduce 2^N amplitudes to N + 1. Since all fragments are alike, V and R keep a state symmetric if its amplitude depends only on the number k of excited fragments. Let that amplitude be f(k). From a set with k excitations, k flips remove an excitation and N − k flips add one. Hence

(V f)(k) = b [k f(k−1) + (N−k) f(k+1)]
(R f)(k) = −f(k)/(d k) for k ≥ 1, and (R f)(0) = 0

In the code these rules are `coupling_symState` and `resolvent_symState`, which appear below.

Without independence the N² parts need not cancel. Suppose that having two fragments excited costs 2d + u instead of 2d, for every pair, however far apart. Ordinary algebra, not carried out in the Lean file, then leaves a quadratic part N² b⁴u/(d³(2d + u)) in the fourth-order energy. It reflects the number of interacting pairs, which grows as N², and is not an error of perturbation theory. As u grows without limit, double excitations drop out and the whole result becomes N² b⁴/d³. The non-interacting model gives this same value if only single excitations are kept, whereas its correct fourth-order energy is N b⁴/d³.

## The excitation energy d is not zero

Physically, `hd : d ≠ 0` says that the vacuum is not degenerate with the excited states. The usual case is d > 0, where the vacuum is the unperturbed ground state, but the identity needs only d ≠ 0.

The hypothesis enters first where R is recognised as an inverse. On an excited state, D multiplies by d k and R by −1/(d k), so the product is −1. On the vacuum both give zero. For any state ψ,

D R ψ = ψ(∅) e₀ − ψ

so DR is minus the projector onto the excited states. The proof treats the empty set and the non-empty sets separately, and `field_simp` cancels d k in the second case.

```lean
/-- The unperturbed Hamiltonian times the reduced resolvent is minus the projector onto the
excited states. -/
theorem excitation_resolvent (N : ℕ) {d : ℝ} (hd : d ≠ 0) (ψ : State N) :
    excitation N d (resolvent N d ψ) = ψ ∅ • vac N - ψ := by
  funext S
  change (d * (S.card : ℝ)) * (ψ S * (if S = ∅ then 0 else -1 / (d * (S.card : ℝ))))
    = ψ ∅ * vac N S - ψ S
  by_cases h : S = ∅
  · subst h
    simp [vac]
  · have hc : (S.card : ℝ) ≠ 0 := by
      exact_mod_cast Finset.card_ne_zero.mpr (Finset.nonempty_iff_ne_empty.mpr h)
    have hv : vac N S = 0 := by simp [vac, h]
    rw [if_neg h, hv, mul_zero, zero_sub]
    field_simp
```

The expectation values follow by applying the operators in turn to the vacuum, for which f(0) = 1 and all other f(k) vanish.

1. V e₀ has amplitude b at k = 1.
2. RV e₀ has amplitude −b/d at k = 1, and R²V e₀ has b/d² there.
3. One more V, read off at k = 0, multiplies by N b. This gives ⟨VRV⟩ = −N b²/d and ⟨VR²V⟩ = N b²/d².
4. VRV e₀ has amplitude −N b²/d at k = 0 and 2b(−b/d) = −2b²/d at k = 2.
5. R removes the vacuum part and multiplies the k = 2 part by −1/(2d), which leaves b²/d².
6. V brings this back to k = 1 with amplitude (N−1) b³/d². For N ≥ 3 it also produces a k = 3 part, which a single further flip cannot return to the vacuum.
7. R gives −(N−1) b³/d³ at k = 1, and the last V gives ⟨VRVRVRV⟩ = −N(N−1) b⁴/d³.

The subtraction is then

−N(N−1) b⁴/d³ − (−N b²/d)(N b²/d²) = (−N² + N + N²) b⁴/d³ = N b⁴/d³

The factor N − 1 records that a second excitation must be placed on a different fragment. The formulas hold for every N, including N = 0, where all terms vanish, and N = 1, where the principal term is zero because there are no double excitations.

The Lean proof follows the same route. `vev_eq` rewrites an expectation value as the amplitude at the empty set of the operator applied to a symmetric state. `coupling_symState` does the counting of flips: it writes each flipped amplitude as f(k+1) plus a correction for the fragments in S, and sums over all fragments. `resolvent_symState` rescales amplitude by amplitude.

```lean
/-- A vacuum expectation value is the vacuum amplitude of the operator applied to the vacuum,
here written as a state that depends only on the number of excitations. -/
theorem vev_eq {N : ℕ} (A : Module.End ℝ (State N)) :
    vev A = A (symState N fun k => if k = 0 then 1 else 0) ∅ := by
  have hs : (symState N fun k => if k = 0 then 1 else 0) = vac N := by
    funext S
    by_cases h : S = ∅ <;> simp [vac, symState, h]
  rw [hs, vev, dotProduct, Finset.sum_eq_single ∅]
  · simp [vac]
  · intro S _ h
    simp [vac, h]
  · simp

/-- The perturbation keeps a state dependent only on the number `k` of excitations. The new
amplitude at `k` is `b` times the sum of the old ones at `k - 1` and `k + 1`, with weights `k` and
`N - k`. -/
theorem coupling_symState (N : ℕ) (b : ℝ) (f : ℕ → ℝ) :
    coupling N b (symState N f) =
      symState N fun k => b * ((k : ℝ) * f (k - 1) + ((N : ℝ) - k) * f (k + 1)) := by
  funext S
  change b * ∑ i, f (S ∆ {i}).card =
    b * ((S.card : ℝ) * f (S.card - 1) + ((N : ℝ) - S.card) * f (S.card + 1))
  have hi : ∀ i, f (S ∆ {i}).card =
      f (S.card + 1) + if i ∈ S then f (S.card - 1) - f (S.card + 1) else 0 := by
    intro i
    by_cases h : i ∈ S
    · have e : S ∆ {i} = S.erase i := by
        ext x
        by_cases hx : x = i <;> simp [Finset.mem_symmDiff, hx, h]
      rw [if_pos h, e, Finset.card_erase_of_mem h]
      ring
    · have e : S ∆ {i} = insert i S := by
        ext x
        by_cases hx : x = i <;> simp [Finset.mem_symmDiff, hx, h]
      rw [if_neg h, e, Finset.card_insert_of_notMem h, add_zero]
  simp only [hi, Finset.sum_add_distrib, Finset.sum_ite_mem, Finset.univ_inter,
    Finset.sum_const, Finset.card_univ, Fintype.card_fin, nsmul_eq_mul]
  ring

/-- The reduced resolvent acts on a state that depends only on the number of excitations by
rescaling each amplitude. -/
theorem resolvent_symState (N : ℕ) (d : ℝ) (f : ℕ → ℝ) :
    resolvent N d (symState N f) =
      symState N fun k => f k * (if k = 0 then 0 else -1 / (d * (k : ℝ))) := by
  funext S
  by_cases h : S = ∅ <;> simp [resolvent, symState, h]
```

In `second_order` and `fourth_order_principal`, the first `simp only` pushes the operators through the symmetric state one after another, the second evaluates the result at k = 0, and `field_simp` uses `hd` to clear the denominators. The theorems are stated in cleared form, for example d⟨VRV⟩ = −N b².

```lean
/-- The second-order energy and the squared norm of the first-order wavefunction are both
proportional to the number of fragments. -/
theorem second_order (N : ℕ) (b : ℝ) {d : ℝ} (hd : d ≠ 0) :
    d * vev (coupling N b * resolvent N d * coupling N b) = -(N * b ^ 2) ∧
    d ^ 2 * vev (coupling N b * resolvent N d ^ 2 * coupling N b) = N * b ^ 2 := by
  constructor <;>
  · simp only [vev_eq, pow_two (resolvent N d), Module.End.mul_apply, coupling_symState,
      resolvent_symState]
    simp only [symState, Finset.card_empty, zero_add, Nat.reduceAdd, Nat.reduceSub,
      Nat.sub_self, Nat.cast_zero, Nat.cast_one, one_ne_zero,
      OfNat.ofNat_ne_zero, ↓reduceIte, mul_zero, mul_one, add_zero, sub_zero]
    field_simp

/-- The principal fourth-order term is proportional to `N (N - 1)`. -/
theorem fourth_order_principal (N : ℕ) (b : ℝ) {d : ℝ} (hd : d ≠ 0) :
    d ^ 3 * vev (coupling N b * resolvent N d * coupling N b * resolvent N d * coupling N b
      * resolvent N d * coupling N b) = -(N * (N - 1) * b ^ 4) := by
  simp only [vev_eq, Module.End.mul_apply, coupling_symState, resolvent_symState]
  simp only [symState, Finset.card_empty, zero_add, Nat.reduceAdd, Nat.reduceSub,
    Nat.sub_self, Nat.cast_zero, Nat.cast_one, Nat.cast_ofNat, one_ne_zero,
    OfNat.ofNat_ne_zero, ↓reduceIte, zero_mul, mul_zero, mul_one, add_zero, sub_zero]
  field_simp
```

The main theorem multiplies the difference by d³, and since d ≠ 0, division recovers the formula at the top. Its `linear_combination` splits d³⟨VRV⟩⟨VR²V⟩ into (d⟨VRV⟩)(d²⟨VR²V⟩), inserts the two second-order values, and combines the product with the principal term.

```lean
/-- The principal fourth-order term minus the renormalisation term equals `N b ^ 4 / d ^ 3`,
written here with the denominator cleared. -/
theorem fourth_order_size_extensive (N : ℕ) (b : ℝ) {d : ℝ} (hd : d ≠ 0) :
    d ^ 3 * (vev (coupling N b * resolvent N d * coupling N b * resolvent N d * coupling N b
        * resolvent N d * coupling N b)
      - vev (coupling N b * resolvent N d * coupling N b)
        * vev (coupling N b * resolvent N d ^ 2 * coupling N b)) = N * b ^ 4 := by
  obtain ⟨hE, hS⟩ := second_order N b hd
  -- the two contributions quadratic in `N` cancel
  linear_combination fourth_order_principal N b hd
    - (d ^ 2 * vev (coupling N b * resolvent N d ^ 2 * coupling N b)) * hE + (N * b ^ 2) * hS
```

Without the hypothesis the vacuum is degenerate with every other state and this perturbation series does not apply. The cleared equation is then false as well, unless N = 0 or b = 0: Lean's convention for division by zero keeps the expectation values finite, so the left side is 0 while the right side is N b⁴.

## The amplitude t solves the one-fragment problem

The remaining two theorems concern the exact energy. Take the product state in which each fragment has amplitude 1 for its lower level and t for its upper level, so that a set of k excitations has amplitude t^k. This is the coupled-cluster form with single excitations, exp(t Σᵢ τᵢ) e₀, where τᵢ excites fragment i. Its vacuum amplitude is 1; the normalised state is obtained on dividing by (1 + t²)^(N/2).

The hypothesis `ht : b * t ^ 2 = d * t + b` says that (1, t) is an eigenvector of the single-fragment Hamiltonian with rows (0, b) and (b, d), with eigenvalue b t. For N fragments, the counting rule gives at k excitations

((D + V)f)(k) − N b t · t^k = k t^(k−1) (d t + b − b t²)

for k ≥ 1, and zero for k = 0. The hypothesis makes the bracket vanish, so the state is an exact eigenvector with energy N b t.

```lean
/-- If `b t ^ 2 = d t + b`, the product state with amplitude `t` per excited fragment is an
exact eigenstate of the full Hamiltonian with energy `N b t`. -/
theorem product_eigenstate (N : ℕ) {b d t : ℝ} (ht : b * t ^ 2 = d * t + b) :
    (excitation N d + coupling N b) (symState N fun k => t ^ k) =
      (N * b * t) • symState N fun k => t ^ k := by
  rw [LinearMap.add_apply, coupling_symState]
  funext S
  change (d * (S.card : ℝ)) * t ^ S.card + b * ((S.card : ℝ) * t ^ (S.card - 1)
    + ((N : ℝ) - S.card) * t ^ (S.card + 1)) = (N * b * t) * t ^ S.card
  rcases S.card with _ | m
  · simp
    ring
  · rw [Nat.add_sub_cancel]
    push_cast
    linear_combination (-((m : ℝ) + 1) * t ^ m) * ht
```

The proof makes the same division into k = 0 and k = m + 1. In the second case the coefficient of `ht` in `linear_combination` is −(m + 1) t^m, which is −k t^(k−1).

Without the hypothesis, and with N ≥ 1, the product state is not an eigenvector. The vacuum amplitude fixes the only possible energy as N b t, and the equation then fails at k = 1.

## The coupling b is not zero

With `hb : b ≠ 0` the quadratic equation for t can be solved explicitly. Let r = √(d² + 4b²) and choose t = (d − r)/(2b), so that b t = (d − r)/2. Multiplied by b, the condition on t becomes

(d − r)²/4 = d(d − r)/2 + b²

which holds because r² = d² + 4b². The energy is therefore N(d − √(d² + 4b²))/2.

```lean
/-- For nonzero coupling, an explicit product state has the exact energy
`N (d - √(d ^ 2 + 4 b ^ 2)) / 2`. -/
theorem exact_energy_extensive (N : ℕ) {b : ℝ} (d : ℝ) (hb : b ≠ 0) :
    (excitation N d + coupling N b)
        (symState N fun k => ((d - √(d ^ 2 + 4 * b ^ 2)) / (2 * b)) ^ k) =
      (N * ((d - √(d ^ 2 + 4 * b ^ 2)) / 2)) •
        symState N fun k => ((d - √(d ^ 2 + 4 * b ^ 2)) / (2 * b)) ^ k := by
  have hr : √(d ^ 2 + 4 * b ^ 2) ^ 2 = d ^ 2 + 4 * b ^ 2 := Real.sq_sqrt (by positivity)
  generalize √(d ^ 2 + 4 * b ^ 2) = r at hr ⊢
  have hbt : b * ((d - r) / (2 * b)) = (d - r) / 2 := by field_simp
  generalize (d - r) / (2 * b) = t at hbt ⊢
  -- the amplitude solves the one-fragment quadratic equation
  have ht : b * t ^ 2 = d * t + b := by
    apply mul_left_cancel₀ hb
    linear_combination (b * t + (d - r) / 2 - d) * hbt + hr / 4
  rw [product_eigenstate N ht, mul_assoc, hbt]

end

end FragmentSizeExtensivity
```

```lean
#print axioms FragmentSizeExtensivity.excitation_resolvent
#print axioms FragmentSizeExtensivity.fourth_order_principal
#print axioms FragmentSizeExtensivity.fourth_order_size_extensive
#print axioms FragmentSizeExtensivity.exact_energy_extensive
```

```
'FragmentSizeExtensivity.excitation_resolvent' depends on axioms: [propext, Classical.choice, Quot.sound]
'FragmentSizeExtensivity.fourth_order_principal' depends on axioms: [propext, Classical.choice, Quot.sound]
'FragmentSizeExtensivity.fourth_order_size_extensive' depends on axioms: [propext, Classical.choice, Quot.sound]
'FragmentSizeExtensivity.exact_energy_extensive' depends on axioms: [propext, Classical.choice, Quot.sound]
```

The proof uses `hb` twice: to obtain b t = (d − r)/2, and to cancel the factor b from the multiplied equation. The theorem states that this is an eigenvalue; it does not state that it is the lowest one.

Here d may be zero. The energy is then −N|b|, which for N ≥ 1 is linear in |b| and so has no expansion in powers of b².

If b = 0, the formula for t has no meaning. For d > 0 the state sought is simply the vacuum, with energy 0. For d < 0 and N ≥ 1 the energy formula gives N d, which belongs to the state with every fragment excited. That state has no vacuum component, so no finite t describes it.

## Three fragments with b = 1 and d = 4

Applying V to the vacuum gives amplitude 1 on each of the three single excitations, and R turns this into −1/4. The next V gives −3/4 on the vacuum and −1/2 on each double excitation. R removes the first and turns the second into 1/16. Each single excitation then receives 2 · 1/16 = 1/8 from the two doubles that contain it, R makes this −1/32, and the last V collects −3/32 on the vacuum.

The second-order energy is −3/4 and the squared norm of the first-order wavefunction is 3/16. The fourth-order energy is

−3/32 − (−3/4)(3/16) = −6/64 + 9/64 = 3/64

in agreement with N b⁴/d³. Second and fourth order together give −0.7031, and the exact energy is 3(2 − √5) ≈ −0.7082.
